# A massless atom on positive isotropic springs acts as a vacancy only when its neighbours move together

In a lattice-dynamics calculation, a vacancy can be entered as a mass defect: the mass of one atom is set to zero and its force constants are left as they were. In a harmonic model with isotropic springs, this removes the atom's inertia but leaves a coupling between its neighbours, which is computed here.

The neighbours carry labels $i$ in a finite type `ι`. Their displacements $u_i$, and the displacement $x$ of the central atom, lie in a real inner product space `V`, for instance $\mathbb{R}^3$.

In Lean 4 with Mathlib:

```lean
import Mathlib

open Finset

namespace MasslessAtomVacancy

noncomputable section

variable {ι V : Type*} [Fintype ι] [NormedAddCommGroup V] [InnerProductSpace ℝ V]
```

## Bonds, forces and the induced mesh

Each bond has a scalar spring constant $k_i$, so it resists stretching and transverse displacement equally. Bonds with direction-dependent force constants need a matrix in place of $k_i$ and are not treated. The bond energy is
$$E(x)=\tfrac12\sum_i k_i\|u_i-x\|^2 .$$

```lean
/-- Harmonic energy of the bonds `k i` joining an atom displaced by `x` to neighbours
displaced by `u i`. -/
def starEnergy (k : ι → ℝ) (u : ι → V) (x : V) : ℝ :=
  1 / 2 * ∑ i, k i * ‖u i - x‖ ^ 2
```

The neighbours pull on the central atom with the net force $F(x)=\sum_i k_i(u_i-x)$.

```lean
/-- Net force of the neighbours on the central atom. -/
def siteForce (k : ι → ℝ) (u : ι → V) (x : V) : V :=
  ∑ i, k i • (u i - x)
```

Write $S=\sum_i k_i$ and $P=\sum_i k_iu_i$. The weighted mean displacement is $\bar u=P/S$.

```lean
/-- Spring-weighted mean displacement of the neighbours, for a nonzero sum of the `k i`. -/
def relaxedSite (k : ι → ℝ) (u : ι → V) : V :=
  (∑ i, k i)⁻¹ • ∑ i, k i • u i
```

The candidate for the leftover coupling is a spring $k_ik_j/S$ between neighbours $i$ and $j$.

```lean
/-- The spring constant `k i * k j / S` between neighbours `i` and `j`, where `S` is the
sum of all `k i`, taken to be nonzero. -/
def meshSpring (k : ι → ℝ) (i j : ι) : ℝ :=
  k i * k j / ∑ l, k l
```

The energy of this mesh is
$$E_{\text{mesh}}=\tfrac14\sum_{i,j}\frac{k_ik_j}{S}\|u_i-u_j\|^2 .$$
The terms with $i=j$ are zero, and every other pair occurs twice.

```lean
/-- Harmonic energy of the springs `meshSpring` between the neighbours, for a nonzero sum
of the `k i`; the factor 1/4 is the usual 1/2 times 1/2 for counting each pair twice. -/
def meshEnergy (k : ι → ℝ) (u : ι → V) : ℝ :=
  1 / 4 * ∑ i, ∑ j, meshSpring k i j * ‖u i - u j‖ ^ 2
```

## Where the net force vanishes

Since $F(x)=P-Sx=S(\bar u-x)$ and $S\neq0$, the force is zero exactly at $x=\bar u$. The proof establishes this factorisation as `h` and then cancels the nonzero factor.

```lean
/-- If the spring constants have nonzero sum, the net force on the central atom vanishes exactly
when its displacement is the spring-weighted mean of its neighbours' displacements. -/
theorem siteForce_eq_zero_iff (k : ι → ℝ) (u : ι → V) (x : V) (hS : ∑ i, k i ≠ 0) :
    siteForce k u x = 0 ↔ x = relaxedSite k u := by
  have h : siteForce k u x = (∑ i, k i) • (relaxedSite k u - x) := by
    rw [smul_sub, relaxedSite, smul_smul, mul_inv_cancel₀ hS, one_smul, sum_smul,
      ← sum_sub_distrib]
    exact sum_congr rfl fun i _ => smul_sub _ _ _
  rw [h, smul_eq_zero, or_iff_right hS, sub_eq_zero]
  exact eq_comm
```

## Splitting the bond energy

Expanding each square gives, with $A=\sum_i k_i\|u_i\|^2$,
$$\sum_i k_i\|u_i-x\|^2=A-2\langle P,x\rangle+S\|x\|^2 .$$

```lean
/-- The weighted sum of squared distances to a point, expanded in powers of that point. -/
theorem sum_sq_expand (k : ι → ℝ) (u : ι → V) (x : V) :
    ∑ i, k i * ‖u i - x‖ ^ 2 =
      ∑ i, k i * ‖u i‖ ^ 2 - 2 * inner ℝ (∑ i, k i • u i) x + (∑ i, k i) * ‖x‖ ^ 2 := by
  have h : ∀ i, k i * ‖u i - x‖ ^ 2 =
      k i * ‖u i‖ ^ 2 - 2 * inner ℝ (k i • u i) x + k i * ‖x‖ ^ 2 := by
    intro i
    rw [norm_sub_sq_real, real_inner_smul_left]
    ring
  rw [sum_congr rfl (fun i _ => h i), sum_add_distrib, sum_sub_distrib, sum_inner,
    mul_sum, sum_mul]
```

Set $x=u_j$ in this expansion, multiply by $k_j$ and sum over $j$:
$$\sum_{i,j}k_ik_j\|u_i-u_j\|^2=SA-2\|P\|^2+SA=2\left(SA-\|P\|^2\right).$$
Hence $E_{\text{mesh}}=\frac A2-\frac{\|P\|^2}{2S}$. Also,
$$\tfrac S2\|x-\bar u\|^2=\tfrac S2\|x\|^2-\langle P,x\rangle+\frac{\|P\|^2}{2S}.$$
Adding the two gives
$$E(x)=E_{\text{mesh}}+\tfrac S2\|x-\bar u\|^2 .$$
In the code, `hpair` is the double sum, `hmesh` takes out the factor $1/S$, and `hc` expands the last square; `field_simp` and `ring` combine them.

```lean
/-- For spring constants of nonzero sum `S`, the bond energy is the energy of the mesh of springs
between the neighbours plus that of one spring `S` stretched by the difference between the atom's
displacement and their weighted mean displacement. -/
theorem starEnergy_eq (k : ι → ℝ) (u : ι → V) (x : V) (hS : ∑ i, k i ≠ 0) :
    starEnergy k u x =
      meshEnergy k u + (∑ i, k i) / 2 * ‖x - relaxedSite k u‖ ^ 2 := by
  -- the double sum over pairs, by expanding the inner sum first
  have hpair : ∑ i, ∑ j, k i * k j * ‖u i - u j‖ ^ 2 =
      2 * ((∑ i, k i) * ∑ i, k i * ‖u i‖ ^ 2 - ‖∑ i, k i • u i‖ ^ 2) := by
    have h : ∀ i, ∑ j, k i * k j * ‖u i - u j‖ ^ 2 =
        (∑ j, k j * ‖u j‖ ^ 2) * k i - 2 * inner ℝ (∑ j, k j • u j) (k i • u i)
          + (∑ j, k j) * (k i * ‖u i‖ ^ 2) := by
      intro i
      have h1 : ∑ j, k i * k j * ‖u i - u j‖ ^ 2 =
          k i * ∑ j, k j * ‖u j - u i‖ ^ 2 := by
        rw [mul_sum]
        refine sum_congr rfl fun j _ => ?_
        rw [norm_sub_rev (u i) (u j)]
        ring
      rw [h1, sum_sq_expand, real_inner_smul_right]
      ring
    rw [sum_congr rfl (fun i _ => h i), sum_add_distrib, sum_sub_distrib, ← mul_sum,
      ← mul_sum, ← mul_sum, ← inner_sum, real_inner_self_eq_norm_sq]
    ring
  have hmesh : meshEnergy k u =
      1 / 4 * ((∑ i, ∑ j, k i * k j * ‖u i - u j‖ ^ 2) / ∑ i, k i) := by
    unfold meshEnergy meshSpring
    congr 1
    rw [sum_div]
    refine sum_congr rfl fun i _ => ?_
    rw [sum_div]
    exact sum_congr rfl fun j _ => by ring
  have hc : ‖x - relaxedSite k u‖ ^ 2 = ((∑ i, k i)⁻¹) ^ 2 * ‖∑ i, k i • u i‖ ^ 2
      - 2 * ((∑ i, k i)⁻¹ * inner ℝ (∑ i, k i • u i) x) + ‖x‖ ^ 2 := by
    rw [norm_sub_rev, norm_sub_sq_real, relaxedSite, real_inner_smul_left, norm_smul,
      mul_pow, Real.norm_eq_abs, sq_abs]
  rw [starEnergy, sum_sq_expand, hmesh, hpair, hc]
  generalize ∑ i, k i = S at hS ⊢
  field_simp
  ring
```

If all $k_i>0$ and there is at least one neighbour, then $S>0$. The last term is then non-negative and vanishes only at $x=\bar u$. `IsLeast` on the range of `starEnergy k u` says that $E_{\text{mesh}}$ is a lower bound and is attained. Doubling it gives the minimum of $\sum_i k_i\|u_i-x\|^2$, namely $\sum_{i,j}k_ik_j\|u_i-u_j\|^2/(2S)$.

```lean
/-- For positive spring constants and at least one neighbour, the minimum of the bond energy over
the displacement of the central atom is the energy of the mesh of springs `k i * k j / S`, where `S`
is the sum of all `k i`, and it is reached only at the spring-weighted mean of the neighbours'
displacements. -/
theorem relaxed_energy_isLeast [Nonempty ι] (k : ι → ℝ) (u : ι → V) (hk : ∀ i, 0 < k i) :
    IsLeast (Set.range (starEnergy k u)) (meshEnergy k u) ∧
      ∀ x, starEnergy k u x = meshEnergy k u ↔ x = relaxedSite k u := by
  have hS : 0 < ∑ i, k i := sum_pos (fun i _ => hk i) univ_nonempty
  have hmin : starEnergy k u (relaxedSite k u) = meshEnergy k u := by
    rw [starEnergy_eq k u _ hS.ne', sub_self, norm_zero]
    ring
  refine ⟨⟨⟨_, hmin⟩, ?_⟩, fun x => ⟨fun h => ?_, fun h => by rw [h, hmin]⟩⟩
  · rintro _ ⟨x, rfl⟩
    rw [starEnergy_eq k u x hS.ne']
    have : 0 ≤ (∑ i, k i) / 2 * ‖x - relaxedSite k u‖ ^ 2 := by positivity
    linarith
  · rw [starEnergy_eq k u x hS.ne'] at h
    have h0 : (∑ i, k i) / 2 * ‖x - relaxedSite k u‖ ^ 2 = 0 := by linarith
    rcases mul_eq_zero.1 h0 with h1 | h1
    · linarith
    · exact sub_eq_zero.1 (norm_eq_zero.1 (pow_eq_zero_iff two_ne_zero |>.1 h1))
```

## When the mesh stores no energy

Positive $k_i$ make every $k_ik_j/S$ positive.

```lean
/-- If all bonds of the central atom have positive spring constants, so has every spring of
the mesh between its neighbours. -/
theorem meshSpring_pos (k : ι → ℝ) (hk : ∀ i, 0 < k i) (i j : ι) :
    0 < meshSpring k i j :=
  div_pos (mul_pos (hk i) (hk j)) (sum_pos (fun l _ => hk l) ⟨i, mem_univ i⟩)
```

The mesh energy is therefore a sum of non-negative terms. If it vanishes, each term does, so $\|u_i-u_j\|=0$ for all $i,j$. Conversely, equal displacements make every term zero.

```lean
omit [InnerProductSpace ℝ V] in
/-- For positive spring constants, the mesh energy vanishes exactly when all neighbours are
displaced equally. -/
theorem meshEnergy_eq_zero_iff (k : ι → ℝ) (u : ι → V) (hk : ∀ i, 0 < k i) :
    meshEnergy k u = 0 ↔ ∀ i j, u i = u j := by
  have nn : ∀ i j, 0 ≤ meshSpring k i j * ‖u i - u j‖ ^ 2 := fun i j =>
    mul_nonneg (meshSpring_pos k hk i j).le (sq_nonneg _)
  constructor
  · intro h i j
    have h0 : ∑ i, ∑ j, meshSpring k i j * ‖u i - u j‖ ^ 2 = 0 := by
      unfold meshEnergy at h
      linarith
    -- a vanishing sum of non-negative terms vanishes term by term
    have h1 := (sum_eq_zero_iff_of_nonneg
      (fun i _ => sum_nonneg fun j _ => nn i j)).1 h0 i (mem_univ i)
    have h2 := (sum_eq_zero_iff_of_nonneg (fun j _ => nn i j)).1 h1 j (mem_univ j)
    have h3 := (mul_eq_zero.1 h2).resolve_left (meshSpring_pos k hk i j).ne'
    exact sub_eq_zero.1 (norm_eq_zero.1 (pow_eq_zero_iff two_ne_zero |>.1 h3))
  · intro h
    have h0 : ∑ i, ∑ j, meshSpring k i j * ‖u i - u j‖ ^ 2 = 0 :=
      sum_eq_zero fun i _ => sum_eq_zero fun j _ => by
        rw [h i j, sub_self, norm_zero]
        ring
    rw [meshEnergy, h0, mul_zero]
```

## The force passed on to each neighbour

Newton's law $m\ddot x=F$ with $m=0$ requires $F=0$. This condition enters as the hypothesis `hx`; no equation of motion is solved. Writing $u_i-u_j=(u_i-x)+(x-u_j)$,
$$\sum_i k_i(u_i-u_j)=F(x)+S(x-u_j)=S(x-u_j).$$
Multiplying by $k_j/S$ gives the pull on neighbour $j$:
$$k_j(x-u_j)=\sum_i\frac{k_ik_j}{S}(u_i-u_j).$$

```lean
/-- If the net force on the central atom is zero, as Newton's law demands of a massless atom,
and the spring constants have nonzero sum, then its pull on neighbour `j` equals the pull
of the mesh springs from the other neighbours. -/
theorem massless_atom_force (k : ι → ℝ) (u : ι → V) (x : V) (hS : ∑ i, k i ≠ 0)
    (hx : siteForce k u x = 0) (j : ι) :
    k j • (x - u j) = ∑ i, meshSpring k i j • (u i - u j) := by
  have h1 : ∑ i, k i • (u i - u j) = (∑ i, k i) • (x - u j) := by
    have h2 : ∀ i, k i • (u i - u j) = k i • (u i - x) + k i • (x - u j) := by
      intro i
      module
    unfold siteForce at hx
    rw [sum_congr rfl (fun i _ => h2 i), sum_add_distrib, hx, zero_add, ← sum_smul]
  have h3 : k j • (x - u j) = (k j / ∑ i, k i) • ((∑ i, k i) • (x - u j)) := by
    rw [smul_smul, div_mul_cancel₀ _ hS]
  rw [h3, ← h1, smul_sum]
  refine sum_congr rfl fun i _ => ?_
  rw [smul_smul, meshSpring]
  congr 1
  ring
```

Take three neighbours on a line with $k=(1,2,3)$ and $u=(6,0,0)$ in arbitrary units. Then $S=6$, zero net force gives the central atom the displacement $x=\bar u=1$, and the bond energy is $\frac12(25+2+3)=15$. The mesh springs are $\frac13$ between the first and second neighbours, $\frac12$ between the first and third, and $1$ between the second and third. Their energy is $\frac12\left(\frac13\cdot36+\frac12\cdot36\right)=15$. The neighbours feel forces $-5$, $2$ and $3$, whereas an empty site would exert none.

In general, if all these forces vanish, then $u_j=x$ for every $j$, because $k_j>0$. If all $u_j$ agree, the mesh formula gives zero force. Removing all the bonds of the central atom, by contrast, makes these forces zero for every choice of displacements.

```lean
/-- With positive spring constants, an atom under zero net force exerts no force on any
neighbour, as a true vacancy would, exactly when all neighbours are displaced equally. -/
theorem massless_atom_acts_as_vacancy_iff (k : ι → ℝ) (u : ι → V) (x : V)
    (hk : ∀ i, 0 < k i) (hx : siteForce k u x = 0) :
    (∀ j, k j • (x - u j) = 0) ↔ ∀ i j, u i = u j := by
  constructor
  · intro h i j
    have hu : ∀ l, x = u l := fun l =>
      sub_eq_zero.1 ((smul_eq_zero.1 (h l)).resolve_left (hk l).ne')
    rw [← hu i, ← hu j]
  · intro h j
    have hS : 0 < ∑ i, k i := sum_pos (fun i _ => hk i) ⟨j, mem_univ j⟩
    rw [massless_atom_force k u x hS.ne' hx j]
    exact sum_eq_zero fun i _ => by rw [h i j, sub_self, smul_zero]
```

## Two neighbours: springs in series

With labels $0$ and $1$, the two equal off-diagonal terms leave
$$E_{\text{mesh}}=\tfrac12\,\frac{k_0k_1}{k_0+k_1}\,\|u_0-u_1\|^2,$$
the energy of two springs in series. The proof evaluates the double sum and applies the minimum found above.

```lean
/-- Between two neighbours with positive spring constants, the relaxed central atom leaves
the energy of a single spring `k 0 * k 1 / (k 0 + k 1)`, the rule for springs in series. -/
theorem two_neighbours_series (k : Fin 2 → ℝ) (u : Fin 2 → V) (hk : ∀ i, 0 < k i) :
    IsLeast (Set.range (starEnergy k u))
      (1 / 2 * (k 0 * k 1 / (k 0 + k 1)) * ‖u 0 - u 1‖ ^ 2) := by
  have h := (relaxed_energy_isLeast k u hk).1
  have e : meshEnergy k u = 1 / 2 * (k 0 * k 1 / (k 0 + k 1)) * ‖u 0 - u 1‖ ^ 2 := by
    simp only [meshEnergy, meshSpring, Fin.sum_univ_two, sub_self, norm_zero]
    rw [norm_sub_rev (u 1) (u 0)]
    ring
  rwa [e] at h

end

end MasslessAtomVacancy
```

```lean
#print axioms MasslessAtomVacancy.siteForce_eq_zero_iff
#print axioms MasslessAtomVacancy.meshEnergy_eq_zero_iff
#print axioms MasslessAtomVacancy.massless_atom_acts_as_vacancy_iff
#print axioms MasslessAtomVacancy.two_neighbours_series
```

```
'MasslessAtomVacancy.siteForce_eq_zero_iff' depends on axioms: [propext, Classical.choice, Quot.sound]
'MasslessAtomVacancy.meshEnergy_eq_zero_iff' depends on axioms: [propext, Classical.choice, Quot.sound]
'MasslessAtomVacancy.massless_atom_acts_as_vacancy_iff' depends on axioms: [propext, Classical.choice, Quot.sound]
'MasslessAtomVacancy.two_neighbours_series' depends on axioms: [propext, Classical.choice, Quot.sound]
```
